# One electron, one nucleus of charge \(Z\), one Gaussian \(e^{-ar^2}\): the energy quotient in atomic units is \(3a/2-2Z\sqrt{2a/\pi}\)

Q: When I check a new Gaussian integral routine, I put a single s function on a bare nucleus and compare the program's energy with \(3a/2-2Z\sqrt{2a/\pi}\) hartree. You say that this formula has a formal proof. I doubt that the formal statement is about the energy I compute. How do you get it by hand?

A: Take a spherical trial function \(\psi(\mathbf r)=f(r)\), in atomic units. Its gradient has length \(|f'(r)|\) and the volume element is \(4\pi r^2\,dr\). The factor \(4\pi\) cancels in the quotient, which leaves

\[
E[f]=\frac{\int_0^\infty\left(\tfrac12 f'^2-\tfrac{Z}{r}f^2\right)r^2\,dr}{\int_0^\infty f^2r^2\,dr}.
\]

When \(f\) is a sum of Gaussians, all the integrals are Gaussian moments. For \(p>0\) and whole \(n\ge 0\), the substitution \(t=pr^2\) gives

\[
\int_0^\infty r^n e^{-pr^2}dr=\tfrac12\,p^{-(n+1)/2}\,\Gamma\!\left(\tfrac{n+1}{2}\right).
\]

With \(\Gamma(1)=1\), \(\Gamma(3/2)=\sqrt\pi/2\) and \(\Gamma(5/2)=3\sqrt\pi/4\), the moments for \(n=1,2,4\) are

\[
\frac1{2p},\qquad \frac{\sqrt\pi}{4p^{3/2}},\qquad \frac{3\sqrt\pi}{8p^{5/2}}.
\]

Now let \(f=\sum_i c_i e^{-a_ir^2}\), a finite sum with real \(c_i\) and \(a_i>0\). Then \(f'=\sum_i c_i(-2a_ir)e^{-a_ir^2}\). Squaring produces pairs, and each pair of Gaussians multiplies to one Gaussian of exponent \(p=a_i+a_j\):

\[
\tfrac12f'^2r^2=\sum_{i,j}c_ic_j\,2a_ia_j\,r^4e^{-pr^2},\qquad
\tfrac Zr f^2r^2=Z\sum_{i,j}c_ic_j\,r\,e^{-pr^2}.
\]

Integrating pair by pair, the norm is \(\sum_{i,j} c_ic_jS_{ij}\) and the energy integral is \(\sum_{i,j} c_ic_jH_{ij}\), with

\[
S_{ij}=\frac{\sqrt\pi}{4p^{3/2}},\qquad
H_{ij}=\frac{3a_ia_j\sqrt\pi}{4p^{5/2}}-\frac{Z}{2p}.
\]

For one Gaussian with coefficient 1, \(p=2a\), and

\[
\frac HS=\frac{3a^2}{2a}-\frac{Z}{4a}\cdot\frac{4(2a)^{3/2}}{\sqrt\pi}
=\frac{3a}{2}-2Z\sqrt{\frac{2a}{\pi}}.
\]

Q: I accept that. Does the Lean file start from the integrals, or does it define the energy to be the answer?

A: It starts from the radial integrals; the reduction from three dimensions is the step done by hand above and is not part of the file. The index type `ι` is any finite set of labels for the Gaussians.

```lean
import Mathlib

open MeasureTheory Set
open scoped Real

namespace HydrogenGaussianQuotient

noncomputable section

variable {ι : Type*} [Fintype ι]
```

The energy density is the integrand above, with Lean's `deriv` for \(f'\) and the nuclear charge as a real parameter.

```lean
/-- The density of the radial energy, in atomic units, for a differentiable spherical trial function
`f` and nuclear charge `Z`, at radius `r > 0`. -/
def energyDensity (Z : ℝ) (f : ℝ → ℝ) (r : ℝ) : ℝ :=
  ((deriv f r) ^ 2 / 2 - Z * (f r) ^ 2 / r) * r ^ 2
```

The norm is integrated over `Ioi 0`, the open half-line \(r>0\).

```lean
/-- The radial norm integral of a spherical trial function. -/
def normIntegral (f : ℝ → ℝ) : ℝ := ∫ r in Ioi (0 : ℝ), (f r) ^ 2 * r ^ 2
```

The quotient is the ratio of the two integrals.

```lean
/-- The radial Rayleigh quotient, for differentiable trial functions with finite energy integral and
finite nonzero norm integral. -/
def rayleighQuotient (Z : ℝ) (f : ℝ → ℝ) : ℝ :=
  (∫ r in Ioi (0 : ℝ), energyDensity Z f r) / normIntegral f
```

Q: Why the square of the gradient? My Hamiltonian contains \(-\tfrac12\nabla^2\).

A: For these functions, integration by parts turns one form into the other, because the boundary terms vanish. The file takes the gradient form as its definition of the kinetic energy.

The trial functions and matrix elements follow. The coefficients `c` multiply bare exponentials, not normalised ones.

```lean
/-- A contraction of spherical Gaussians with coefficients `c` and exponents `a`. -/
def contraction (c a : ι → ℝ) (r : ℝ) : ℝ := ∑ i, c i * Real.exp (-a i * r ^ 2)

/-- The radial overlap of two Gaussians with exponents `a, b > 0`. -/
def overlap (a b : ℝ) : ℝ := √π / (4 * ((a + b) * √(a + b)))

/-- The radial Hamiltonian matrix element (kinetic energy plus nuclear attraction) of two
Gaussians with exponents `a, b > 0`. -/
def hamiltonian (Z a b : ℝ) : ℝ :=
  3 * a * b * √π / (4 * ((a + b) ^ 2 * √(a + b))) - Z / (2 * (a + b))
```

Here `overlap` is \(S_{ij}\) and `hamiltonian` is \(H_{ij}\), with \(p^{3/2}\) written as \(p\sqrt p\) and \(p^{5/2}\) as \(p^2\sqrt p\). For normalised Gaussians the overlap becomes \(S_{ij}/\sqrt{S_{ii}S_{jj}}=\left(2\sqrt{a_ia_j}/(a_i+a_j)\right)^{3/2}\), and \(H_{ij}\) is divided by the same root.

Q: Those are still only definitions. What ties them to the integrals?

A: Two theorems. `contraction_norm` says that, for positive exponents, the norm density is integrable and its integral is the quadratic form of `overlap`. `contraction_energy` says the same for the energy density and `hamiltonian`. Integrability matters because Lean assigns the value zero to the integral of a non-integrable function, so an equation alone could be empty.

The third theorem, `gaussian_rayleighQuotient`, treats a single Gaussian. For every real \(Z\) and every \(a>0\), the norm is positive and the quotient is the formula you use. Since \(Z\) is free, setting it to zero isolates the kinetic energy, \(3a/2\).

Q: Then take me through the proof. Where do the moments come from?

A: Mathlib has the Gamma-function integral and its integrability for real powers of \(r\). The first lemma restates both for whole-number powers.

```lean
/-- Every moment of a Gaussian on the half-line is finite and is given by the Gamma function. -/
theorem gaussian_moment {p : ℝ} (hp : 0 < p) (n : ℕ) :
    IntegrableOn (fun r : ℝ => r ^ n * Real.exp (-p * r ^ 2)) (Ioi 0) ∧
    ∫ r in Ioi (0 : ℝ), r ^ n * Real.exp (-p * r ^ 2) =
      p ^ (-((n : ℝ) + 1) / 2) * (1 / 2) * Real.Gamma (((n : ℝ) + 1) / 2) := by
  have hn : (-1 : ℝ) < (n : ℝ) := by
    have : (0 : ℝ) ≤ (n : ℝ) := Nat.cast_nonneg n
    linarith
  constructor
  · have h := integrableOn_rpow_mul_exp_neg_mul_sq hp hn
    simpa only [Real.rpow_natCast] using h
  · have h := integral_rpow_mul_exp_neg_mul_rpow (p := 2) two_pos hn hp
    simpa only [Real.rpow_natCast, Real.rpow_two] using h
```

The three moments we need are special cases. Each proof rewrites the exponent and the Gamma argument. For \(n=2\) and \(n=4\) it then applies \(\Gamma(s+1)=s\,\Gamma(s)\) until it reaches \(\Gamma(1/2)=\sqrt\pi\).

```lean
/-- The first moment of `exp (-p r²)` on the half-line, for `p > 0`, is `1 / (2p)`. -/
theorem moment_one {p : ℝ} (hp : 0 < p) :
    ∫ r in Ioi (0 : ℝ), r ^ 1 * Real.exp (-p * r ^ 2) = 1 / (2 * p) := by
  have e1 : -(((1 : ℕ) : ℝ) + 1) / 2 = -1 := by norm_num
  have e2 : (((1 : ℕ) : ℝ) + 1) / 2 = 1 := by norm_num
  rw [(gaussian_moment hp 1).2, e1, e2, Real.rpow_neg_one, Real.Gamma_one]
  ring

/-- The second moment of `exp (-p r²)` on the half-line, for `p > 0`, is `√π / (4p√p)`. -/
theorem moment_two {p : ℝ} (hp : 0 < p) :
    ∫ r in Ioi (0 : ℝ), r ^ 2 * Real.exp (-p * r ^ 2) = √π / (4 * (p * √p)) := by
  have e1 : -(((2 : ℕ) : ℝ) + 1) / 2 = -(1 + 1 / 2) := by norm_num
  have e2 : (((2 : ℕ) : ℝ) + 1) / 2 = 1 / 2 + 1 := by norm_num
  rw [(gaussian_moment hp 2).2, e1, e2, Real.rpow_neg hp.le, Real.rpow_add hp,
    Real.rpow_one, ← Real.sqrt_eq_rpow, Real.Gamma_add_one (by norm_num),
    Real.Gamma_one_half_eq]
  ring

/-- The fourth moment of `exp (-p r²)` on the half-line, for `p > 0`, is `3√π / (8p²√p)`. -/
theorem moment_four {p : ℝ} (hp : 0 < p) :
    ∫ r in Ioi (0 : ℝ), r ^ 4 * Real.exp (-p * r ^ 2) = 3 * √π / (8 * (p ^ 2 * √p)) := by
  have e1 : -(((4 : ℕ) : ℝ) + 1) / 2 = -(2 + 1 / 2) := by norm_num
  have e2 : (((4 : ℕ) : ℝ) + 1) / 2 = 1 / 2 + 1 + 1 := by norm_num
  rw [(gaussian_moment hp 4).2, e1, e2, Real.rpow_neg hp.le, Real.rpow_add hp,
    Real.rpow_two, ← Real.sqrt_eq_rpow,
    Real.Gamma_add_one (by norm_num : (1 / 2 + 1 : ℝ) ≠ 0),
    Real.Gamma_add_one (by norm_num : (1 / 2 : ℝ) ≠ 0), Real.Gamma_one_half_eq]
  ring
```

Q: By hand you exchanged the sum and the integral without comment.

A: The sum is finite, so linearity is enough once each entry is integrable. `integral_pairs` states this for a general quadratic form in the coefficients.

```lean
/-- A quadratic form in the coefficients whose entries are integrable radial functions is
integrable, and is integrated entry by entry. -/
theorem integral_pairs (c : ι → ℝ) (F : ι → ι → ℝ → ℝ)
    (hF : ∀ i j, IntegrableOn (F i j) (Ioi 0)) :
    IntegrableOn (fun r => ∑ i, ∑ j, c i * c j * F i j r) (Ioi 0) ∧
    ∫ r in Ioi (0 : ℝ), ∑ i, ∑ j, c i * c j * F i j r =
      ∑ i, ∑ j, c i * c j * ∫ r in Ioi (0 : ℝ), F i j r := by
  have h1 : ∀ i j, Integrable (fun r => c i * c j * F i j r) (volume.restrict (Ioi 0)) :=
    fun i j => Integrable.const_mul (hF i j) _
  have h2 : ∀ i, Integrable (fun r => ∑ j, c i * c j * F i j r)
      (volume.restrict (Ioi 0)) := fun i => integrable_finsetSum _ (fun j _ => h1 i j)
  refine ⟨integrable_finsetSum _ (fun i _ => h2 i), ?_⟩
  rw [integral_finsetSum _ (fun i _ => h2 i)]
  refine Finset.sum_congr rfl fun i _ => ?_
  rw [integral_finsetSum _ (fun j _ => h1 i j)]
  exact Finset.sum_congr rfl fun j _ => integral_const_mul _ _
```

Q: And is `deriv` the derivative I would write down?

A: Yes. The next lemma differentiates the contraction term by term with the chain rule, and it holds at every \(r\).

```lean
/-- The radial derivative of a contraction of Gaussians. -/
theorem contraction_hasDerivAt (c a : ι → ℝ) (r : ℝ) :
    HasDerivAt (contraction c a) (∑ i, c i * (-2 * a i * r * Real.exp (-a i * r ^ 2))) r := by
  have h2 : HasDerivAt (fun x : ℝ => x ^ 2) (2 * r) r := by
    simpa using hasDerivAt_pow 2 r
  unfold contraction
  refine HasDerivAt.fun_sum fun i _ => ?_
  exact (((h2.const_mul (-a i)).exp).const_mul (c i)).congr_deriv (by ring)
```

For the norm, the identity `key` expands the square into pairs. `Finset.sum_mul_sum` turns the product of sums into a double sum, and `Real.exp_add` merges the two exponentials. Then `integral_pairs` and the second moment finish the calculation.

```lean
/-- For positive exponents, the norm integral of a contraction is finite and equals the quadratic
form of the overlap matrix. -/
theorem contraction_norm (c a : ι → ℝ) (ha : ∀ i, 0 < a i) :
    IntegrableOn (fun r => (contraction c a r) ^ 2 * r ^ 2) (Ioi 0) ∧
    normIntegral (contraction c a) = ∑ i, ∑ j, c i * c j * overlap (a i) (a j) := by
  have key : ∀ r : ℝ, (contraction c a r) ^ 2 * r ^ 2 =
      ∑ i, ∑ j, c i * c j * (r ^ 2 * Real.exp (-(a i + a j) * r ^ 2)) := by
    intro r
    have e : ∀ G : ℝ, G ^ 2 * r ^ 2 = r ^ 2 * (G * G) := fun G => by ring
    rw [e, contraction, Finset.sum_mul_sum, Finset.mul_sum]
    refine Finset.sum_congr rfl fun i _ => ?_
    rw [Finset.mul_sum]
    refine Finset.sum_congr rfl fun j _ => ?_
    -- the product of two Gaussians is a Gaussian
    rw [show -(a i + a j) * r ^ 2 = -a i * r ^ 2 + -a j * r ^ 2 by ring, Real.exp_add]
    ring
  have h := integral_pairs c (fun i j r => r ^ 2 * Real.exp (-(a i + a j) * r ^ 2))
    (fun i j => (gaussian_moment (add_pos (ha i) (ha j)) 2).1)
  simp only [normIntegral, key]
  refine ⟨h.1, h.2.trans ?_⟩
  refine Finset.sum_congr rfl fun i _ => Finset.sum_congr rfl fun j _ => ?_
  rw [moment_two (add_pos (ha i) (ha j)), overlap]
```

Q: The energy has a \(1/r\) in it. How is the origin handled?

A: The origin lies outside the integration domain, and for \(r>0\) the factor \(r^2\) reduces \(1/r\) to \(r\). That is the step `e` in the next proof. The identity `key` is therefore claimed only on `Ioi 0`, which is all that the integral sees. Each pair becomes a fourth moment minus \(Z\) times a first moment, and inserting their values gives `hamiltonian`.

```lean
/-- For positive exponents, the energy integral of a contraction is finite and equals the quadratic
form of the Hamiltonian matrix. -/
theorem contraction_energy (Z : ℝ) (c a : ι → ℝ) (ha : ∀ i, 0 < a i) :
    IntegrableOn (energyDensity Z (contraction c a)) (Ioi 0) ∧
    ∫ r in Ioi (0 : ℝ), energyDensity Z (contraction c a) r =
      ∑ i, ∑ j, c i * c j * hamiltonian Z (a i) (a j) := by
  let F : ι → ι → ℝ → ℝ := fun i j r =>
    2 * a i * a j * (r ^ 4 * Real.exp (-(a i + a j) * r ^ 2)) -
      Z * (r ^ 1 * Real.exp (-(a i + a j) * r ^ 2))
  have key : EqOn (fun r => ∑ i, ∑ j, c i * c j * F i j r)
      (energyDensity Z (contraction c a)) (Ioi 0) := by
    intro r hr
    have hr0 : r⁻¹ * r = 1 := inv_mul_cancel₀ (ne_of_gt hr)
    -- the volume element cancels the Coulomb singularity
    have e : ∀ D G : ℝ, (D ^ 2 / 2 - Z * G ^ 2 / r) * r ^ 2 =
        r ^ 2 / 2 * (D * D) - Z * r * (G * G) := fun D G => by
      linear_combination (-(Z * G ^ 2 * r)) * hr0
    symm
    change energyDensity Z (contraction c a) r = ∑ i, ∑ j, c i * c j * F i j r
    rw [energyDensity, e, (contraction_hasDerivAt c a r).deriv, contraction,
      Finset.sum_mul_sum, Finset.sum_mul_sum, Finset.mul_sum, Finset.mul_sum,
      ← Finset.sum_sub_distrib]
    refine Finset.sum_congr rfl fun i _ => ?_
    rw [Finset.mul_sum, Finset.mul_sum, ← Finset.sum_sub_distrib]
    refine Finset.sum_congr rfl fun j _ => ?_
    simp only [F]
    rw [show -(a i + a j) * r ^ 2 = -a i * r ^ 2 + -a j * r ^ 2 by ring, Real.exp_add]
    ring
  have h4 : ∀ i j, Integrable (fun r : ℝ => 2 * a i * a j *
      (r ^ 4 * Real.exp (-(a i + a j) * r ^ 2))) (volume.restrict (Ioi 0)) := fun i j =>
    Integrable.const_mul (gaussian_moment (add_pos (ha i) (ha j)) 4).1 _
  have h1 : ∀ i j, Integrable (fun r : ℝ => Z *
      (r ^ 1 * Real.exp (-(a i + a j) * r ^ 2))) (volume.restrict (Ioi 0)) := fun i j =>
    Integrable.const_mul (gaussian_moment (add_pos (ha i) (ha j)) 1).1 _
  have h := integral_pairs c F (fun i j => Integrable.sub (h4 i j) (h1 i j))
  refine ⟨h.1.congr_fun key measurableSet_Ioi, ?_⟩
  rw [← setIntegral_congr_fun measurableSet_Ioi key, h.2]
  refine Finset.sum_congr rfl fun i _ => Finset.sum_congr rfl fun j _ => ?_
  simp only [F]
  rw [integral_sub (h4 i j) (h1 i j), integral_const_mul, integral_const_mul,
    moment_four (add_pos (ha i) (ha j)), moment_one (add_pos (ha i) (ha j)), hamiltonian]
  -- the total exponent enters as a single quantity
  generalize a i + a j = p
  ring
```

Q: So the single Gaussian is just a sum with one term?

A: Yes, a contraction over the one-element type `Unit` with coefficient 1. After substitution, the quotient contains \(\sqrt{2a}\) and \(\sqrt\pi\). The proof replaces them by positive unknowns `s` and `q`, and `field_simp` and `ring` complete the division. Because the matrix elements are written with \(p\sqrt p\) and \(p^2\sqrt p\), the algebra never needs \(s^2=2a\).

```lean
/-- A single Gaussian of exponent `a > 0` has positive norm, and its radial Rayleigh quotient
for nuclear charge `Z` is `3a/2 - 2Z√(2a/π)`. -/
theorem gaussian_rayleighQuotient (Z : ℝ) {a : ℝ} (ha : 0 < a) :
    0 < normIntegral (fun r => Real.exp (-a * r ^ 2)) ∧
    rayleighQuotient Z (fun r => Real.exp (-a * r ^ 2)) =
      3 * a / 2 - 2 * Z * √(2 * a / π) := by
  have hg : (fun r : ℝ => Real.exp (-a * r ^ 2)) =
      contraction (fun _ : Unit => (1 : ℝ)) (fun _ => a) := by
    funext r
    simp [contraction]
  have hN := (contraction_norm (fun _ : Unit => (1 : ℝ)) (fun _ => a) (fun _ => ha)).2
  have hE := (contraction_energy Z (fun _ : Unit => (1 : ℝ)) (fun _ => a) (fun _ => ha)).2
  simp only [Finset.univ_unique, Finset.sum_singleton, one_mul] at hN hE
  have hs : 0 < √(2 * a) := Real.sqrt_pos.mpr (by positivity)
  have hq : 0 < √π := Real.sqrt_pos.mpr Real.pi_pos
  rw [rayleighQuotient, hg, hN, hE, overlap, hamiltonian, ← two_mul a,
    Real.sqrt_div (by positivity : (0 : ℝ) ≤ 2 * a)]
  refine ⟨by positivity, ?_⟩
  -- from here on the two square roots are treated as arbitrary positive numbers
  generalize √(2 * a) = s at hs ⊢
  generalize √π = q at hq ⊢
  field_simp
  ring

end

end HydrogenGaussianQuotient
```

```lean
#print axioms HydrogenGaussianQuotient.gaussian_rayleighQuotient
```

```
'HydrogenGaussianQuotient.gaussian_rayleighQuotient' depends on axioms: [propext, Classical.choice, Quot.sound]
```

Q: How does this look inside my program?

A: For s functions on one centre, it is a double loop over exponents. For each pair, form \(p=a_i+a_j\) and fill the matrices. A three-dimensional code carries the factor \(4\pi\) that cancelled above, so its entries for bare exponentials are

\[
\left(\frac{\pi}{p}\right)^{3/2},\qquad
\frac{3a_ia_j}{p}\left(\frac{\pi}{p}\right)^{3/2},\qquad
-\frac{2\pi Z}{p}
\]

for overlap, kinetic energy and nuclear attraction. If your basis file lists coefficients \(d_i\) for normalised Gaussians, convert them with \(c_i=(2a_i/\pi)^{3/4}d_i\) before comparing. Such contraction coefficients stay fixed during the calculation. If the Gaussians are instead left uncontracted, with distinct exponents, the program solves \(Hc=ESc\) for their coefficients. As a quick check, a single Gaussian with \(Z=1\) and \(a=1\) should give about \(-0.0958\) hartree.

Q: And the best single Gaussian for hydrogen?

A: The theorem gives the energy at a chosen \(a\) and leaves the minimisation to you. Setting the derivative to zero by ordinary calculus, with \(Z=1\), gives \(a=8/(9\pi)\) and \(E=-4/(3\pi)\approx-0.424\) hartree, compared with the exact ground-state energy of \(-1/2\).

Q: Which physics has been idealised away?

A: The model has one non-relativistic electron and a fixed point nucleus. The trial functions are real, spherical and centred on that nucleus. Within those limits, the matrix elements are, up to the factor \(4\pi\) and the normalisation of the Gaussians, the one-electron, one-centre s-type integrals of electronic-structure codes that use Gaussian bases. Electron repulsion, several centres and higher angular momentum need further integrals.

Q: Then my comparison value does refer to the energy I compute.

A: It does, provided that the energy is that of one electron with the non-relativistic kinetic energy and the attraction of a point nucleus, and nothing else, and that your program uses the same units and the same exponent convention, \(e^{-ar^2}\) for the wavefunction and hence \(e^{-2ar^2}\) for the density.
